# Lattice relaxation lowers the effective U of a centre coupled linearly to harmonic modes

To test a defect for negative-U behaviour, one relaxes the geometry separately at three successive occupations and takes the second difference of the three total energies. For one level coupled linearly to finitely many classical harmonic modes, with the same stiffness at every occupation, this difference has a closed form.

## The centre and its modes

Let $Q$ be the real vector of mode distortions, indexed by a finite set `ι`. The level has energy $e$ and on-site repulsion $U$, the vector $g$ holds the couplings, and $K$ is the stiffness matrix. At occupation $n$ the energy is

$$E(n,Q) = ne + \tfrac12 U n(n-1) - n\,g^TQ + \tfrac12 Q^TKQ .$$

```lean
import Mathlib

open Matrix

namespace NegativeUCenter

noncomputable section

variable {ι : Type*} [Fintype ι] [DecidableEq ι]
```

In the code, `⬝ᵥ` is the dot product and `*ᵥ` applies a matrix to a vector. The occupation is a real parameter; the physical values are 0, 1 and 2. The origin $Q=0$ is the equilibrium geometry of the empty centre.

```lean
/-- Energy of a centre with level energy `e`, on-site repulsion `U`, mode couplings `g` and
stiffness matrix `K`, at occupation `n` and lattice distortion `Q`. -/
def energy (e U : ℝ) (g : ι → ℝ) (K : Matrix ι ι ℝ) (n : ℝ) (Q : ι → ℝ) : ℝ :=
  n * e + U * n * (n - 1) / 2 - n * (g ⬝ᵥ Q) + (Q ⬝ᵥ K *ᵥ Q) / 2
```

The candidate for the equilibrium geometry at occupation $n$ is $Q_n = nK^{-1}g$. At this point it is only a name for a vector.

```lean
/-- The distortion `n K⁻¹ g`, for an invertible stiffness matrix `K`. -/
def relaxedGeometry (g : ι → ℝ) (K : Matrix ι ι ℝ) (n : ℝ) : ι → ℝ :=
  n • (K⁻¹ *ᵥ g)
```

The relaxed energy is $E_{\rm rel}(n) = \inf_Q E(n,Q)$, taken over all distortions and not defined through $Q_n$.

```lean
/-- The relaxed energy at occupation `n`: the infimum of the energy over all distortions,
for a stiffness matrix that bounds the energy from below. -/
def relaxedEnergy (e U : ℝ) (g : ι → ℝ) (K : Matrix ι ι ℝ) (n : ℝ) : ℝ :=
  ⨅ Q : ι → ℝ, energy e U g K n Q
```

Except in (g), $K$ is positive definite (`K.PosDef`), which for a real matrix includes symmetry. Physically, the empty centre sits in a stable minimum, with free translations and rotations removed from the modes. Zero-point motion, anharmonicity and changes of stiffness with occupation are left out.

## (a) Balance of forces

Show that the distortion $K^{-1}g$ satisfies

$$K(K^{-1}g) = g .$$

A positive definite matrix has positive determinant, so $K$ is invertible and $KK^{-1}=1$. The elastic force at $K^{-1}g$ thus balances the force $g$ exerted by one electron. The proof takes invertibility from `hK.det_pos`.

```lean
/-- The distortion `K⁻¹ g` produces a restoring force that balances the coupling `g`. -/
theorem force_balance (g : ι → ℝ) {K : Matrix ι ι ℝ} (hK : K.PosDef) :
    K *ᵥ (K⁻¹ *ᵥ g) = g := by
  rw [Matrix.mulVec_mulVec, Matrix.mul_nonsing_inv _ hK.det_pos.ne'.isUnit, Matrix.one_mulVec]
```

## (b) Completing the square

Show that for every $n$ and $Q$

$$E(n,Q) = E(n,Q_n) + \tfrac12 (Q-Q_n)^TK(Q-Q_n) .$$

Write $Q = Q_n + d$. The terms without $Q$ cancel in the difference, which leaves

$$E(n,Q_n+d) - E(n,Q_n) = -n\,g^Td + \tfrac12\left(Q_n^TKd + d^TKQ_n\right) + \tfrac12 d^TKd .$$

By (a), $KQ_n = ng$. Since $K$ is symmetric, each of the two cross terms equals $n\,g^Td$. Their half-sum cancels the coupling term, and only $\tfrac12 d^TKd$ remains.

The Lean proof expands in $Q$ instead of $d$. There `h1` is the symmetry step, and `linear_combination` collects the terms.

```lean
/-- The energy at any distortion is the energy at `n K⁻¹ g` plus the elastic energy of the
displacement from that geometry. -/
theorem energy_complete_square (e U : ℝ) (g : ι → ℝ) {K : Matrix ι ι ℝ} (hK : K.PosDef)
    (n : ℝ) (Q : ι → ℝ) :
    energy e U g K n Q = energy e U g K n (relaxedGeometry g K n) +
      ((Q - relaxedGeometry g K n) ⬝ᵥ K *ᵥ (Q - relaxedGeometry g K n)) / 2 := by
  have hx := force_balance g hK
  have hT : Kᵀ = K := by
    have h := hK.isHermitian.eq
    rwa [Matrix.conjTranspose_eq_transpose_of_trivial] at h
  -- symmetry of the stiffness matrix turns the cross term into the coupling term
  have h1 : (K⁻¹ *ᵥ g) ⬝ᵥ K *ᵥ Q = g ⬝ᵥ Q := by
    rw [Matrix.dotProduct_mulVec, ← Matrix.mulVec_transpose, hT, hx]
  have h2 : Q ⬝ᵥ g = g ⬝ᵥ Q := dotProduct_comm _ _
  have h3 : (K⁻¹ *ᵥ g) ⬝ᵥ g = g ⬝ᵥ (K⁻¹ *ᵥ g) := dotProduct_comm _ _
  simp only [energy, relaxedGeometry, Matrix.mulVec_sub, Matrix.mulVec_smul, hx,
    sub_dotProduct, dotProduct_sub, smul_dotProduct, dotProduct_smul, smul_eq_mul]
  linear_combination (n / 2) * h1 + (n / 2) * h2 - n ^ 2 * h3
```

## (c) Elastic energy of a distortion

Show that for every $x \neq 0$

$$0 < x^TKx .$$

This is positive definiteness itself. Mathlib states it with a conjugated vector, and `star_trivial` removes the conjugation for real entries.

```lean
omit [DecidableEq ι] in
/-- Every nonzero distortion costs a positive elastic energy. -/
theorem elastic_pos {K : Matrix ι ι ℝ} (hK : K.PosDef) {x : ι → ℝ} (hx : x ≠ 0) :
    0 < x ⬝ᵥ K *ᵥ x := by
  have h := hK.dotProduct_mulVec_pos hx
  simpa only [star_trivial] using h
```

## (d) The unique equilibrium geometry

Show that, at fixed $n$,

$$E(n,Q) \le E(n,Q') \ \text{for all } Q' \quad\Longleftrightarrow\quad Q = nK^{-1}g .$$

If $Q \neq Q_n$, then (b) and (c) give $E(n,Q) > E(n,Q_n)$, so $Q$ is not a minimiser. Conversely, the same two parts give $E(n,Q') > E(n,Q_n)$ for every $Q' \ne Q_n$, so $Q_n$ is one. The two bullets of the proof are these two directions. In both, `linarith` combines (b) and (c); the trivial case $Q' = Q_n$ in the second is settled by rewriting.

```lean
/-- A distortion minimises the energy at occupation `n` exactly when it equals `n K⁻¹ g`. -/
theorem minimiser_iff (e U : ℝ) (g : ι → ℝ) {K : Matrix ι ι ℝ} (hK : K.PosDef)
    (n : ℝ) (Q : ι → ℝ) :
    (∀ Q', energy e U g K n Q ≤ energy e U g K n Q') ↔ Q = relaxedGeometry g K n := by
  constructor
  · intro h
    by_contra hne
    have h1 := h (relaxedGeometry g K n)
    have h2 := energy_complete_square e U g hK n Q
    have h3 := elastic_pos hK (sub_ne_zero.mpr hne)
    linarith
  · rintro rfl Q'
    rcases eq_or_ne Q' (relaxedGeometry g K n) with h | h
    · rw [h]
    · have h2 := energy_complete_square e U g hK n Q'
      have h3 := elastic_pos hK (sub_ne_zero.mpr h)
      linarith
```

## (e) The relaxed energy

Show that

$$E_{\rm rel}(n) = ne + \tfrac12 Un(n-1) - \tfrac12 n^2\, g^TK^{-1}g .$$

By (d) the infimum is attained at $Q_n$. There the coupling term is $-n^2 g^TK^{-1}g$. Because $KQ_n = ng$, the elastic term is $+\tfrac12 n^2 g^TK^{-1}g$, which gives back half of the gain.

In the proof, `hval` identifies the infimum with $E(n,Q_n)$ by two inequalities: `ciInf_le` says that the infimum is at most this value, and `le_ciInf` that it is at least this value.

```lean
/-- The relaxed energy is the electronic energy lowered by `n² gᵀ K⁻¹ g / 2`. -/
theorem relaxedEnergy_eq (e U : ℝ) (g : ι → ℝ) {K : Matrix ι ι ℝ} (hK : K.PosDef) (n : ℝ) :
    relaxedEnergy e U g K n =
      n * e + U * n * (n - 1) / 2 - n ^ 2 / 2 * (g ⬝ᵥ K⁻¹ *ᵥ g) := by
  have hmin := (minimiser_iff e U g hK n (relaxedGeometry g K n)).mpr rfl
  -- the infimum is attained at the relaxed geometry
  have hval : relaxedEnergy e U g K n = energy e U g K n (relaxedGeometry g K n) := by
    apply le_antisymm
    · refine ciInf_le ⟨energy e U g K n (relaxedGeometry g K n), ?_⟩ (relaxedGeometry g K n)
      rintro _ ⟨Q, rfl⟩
      exact hmin Q
    · exact le_ciInf hmin
  have h3 : (K⁻¹ *ᵥ g) ⬝ᵥ g = g ⬝ᵥ (K⁻¹ *ᵥ g) := dotProduct_comm _ _
  rw [hval]
  simp only [energy, relaxedGeometry, Matrix.mulVec_smul, force_balance g hK,
    smul_dotProduct, dotProduct_smul, smul_eq_mul]
  linear_combination (n ^ 2 / 2) * h3
```

## (f) The second difference after relaxation

Show that

$$E_{\rm rel}(2) + E_{\rm rel}(0) - 2E_{\rm rel}(1) = U - g^TK^{-1}g .$$

Put $\Lambda = g^TK^{-1}g$, twice the relaxation energy of the singly occupied centre. From (e),

$$E_{\rm rel}(0) = 0,\qquad E_{\rm rel}(1) = e - \tfrac12\Lambda,\qquad E_{\rm rel}(2) = 2e + U - 2\Lambda .$$

The level energy drops out, and $U - 2\Lambda + \Lambda = U - \Lambda$. Lean inserts (e) three times and finishes with `ring`.

```lean
/-- The second difference of the relaxed energies in the occupation is the repulsion `U`
reduced by `gᵀ K⁻¹ g`. -/
theorem effective_U (e U : ℝ) (g : ι → ℝ) {K : Matrix ι ι ℝ} (hK : K.PosDef) :
    relaxedEnergy e U g K 2 + relaxedEnergy e U g K 0 - 2 * relaxedEnergy e U g K 1 =
      U - g ⬝ᵥ K⁻¹ *ᵥ g := by
  simp only [relaxedEnergy_eq e U g hK]
  ring
```

## (g) The second difference at a frozen geometry

Show that for one common $Q$

$$E(2,Q) + E(0,Q) - 2E(1,Q) = U .$$

The level and coupling terms are linear in $n$ and the elastic term does not depend on $n$, so all three cancel. The repulsion term is $U$ at $n=2$ and zero at $n=0$ and $n=1$. No condition on $K$ is needed. The reduction in (f) therefore comes entirely from letting each occupation relax.

```lean
omit [DecidableEq ι] in
/-- At one common frozen geometry the second difference of the energies is the bare `U`. -/
theorem vertical_U (e U : ℝ) (g : ι → ℝ) (K : Matrix ι ι ℝ) (Q : ι → ℝ) :
    energy e U g K 2 Q + energy e U g K 0 Q - 2 * energy e U g K 1 Q = U := by
  simp only [energy]
  ring
```

## (h) Any coupling lowers the value

Show that if $g \neq 0$, then

$$E_{\rm rel}(2) + E_{\rm rel}(0) - 2E_{\rm rel}(1) < U .$$

Let $x = K^{-1}g$. If $x$ were zero, (a) would give $g = Kx = 0$; hence $x \neq 0$. Then $\Lambda = g^Tx = x^TKx > 0$ by (c), and (f) gives the inequality. The result is smaller than $U$, but not necessarily negative.

```lean
/-- If the centre couples to at least one mode, the second difference of the relaxed energies
is strictly smaller than `U`. -/
theorem effective_U_lt (e U : ℝ) {g : ι → ℝ} (hg : g ≠ 0) {K : Matrix ι ι ℝ}
    (hK : K.PosDef) :
    relaxedEnergy e U g K 2 + relaxedEnergy e U g K 0 - 2 * relaxedEnergy e U g K 1 < U := by
  have hx := force_balance g hK
  have hne : K⁻¹ *ᵥ g ≠ 0 := by
    intro h
    rw [h, Matrix.mulVec_zero] at hx
    exact hg hx.symm
  have hpos := elastic_pos hK hne
  rw [hx, dotProduct_comm] at hpos
  rw [effective_U e U g hK]
  linarith
```

## (i) When single occupation is never lowest

Show that

$$\min\left(E_{\rm rel}(0),E_{\rm rel}(2)\right) < E_{\rm rel}(1)\ \text{for all } e \quad\Longleftrightarrow\quad U < g^TK^{-1}g .$$

Suppose the left side holds. Choose $e = \Lambda - U/2$, where the empty and doubly occupied centres are degenerate at energy zero. There $E_{\rm rel}(1) = (\Lambda - U)/2$, which must be positive, so $U < \Lambda$.

Now suppose $U < \Lambda$. By (f), $E_{\rm rel}(0) + E_{\rm rel}(2) < 2E_{\rm rel}(1)$ for every $e$, so the two energies on the left cannot both be at least $E_{\rm rel}(1)$.

If $e$ is measured from the Fermi level, "for all $e$" means for every position of the Fermi level. The proof makes the same choice of $e$ and the same argument by contradiction.

```lean
/-- The singly occupied centre lies above the empty or the doubly occupied one for every
level energy `e` exactly when `U < gᵀ K⁻¹ g`. -/
theorem single_occupation_unstable_iff (U : ℝ) (g : ι → ℝ) {K : Matrix ι ι ℝ}
    (hK : K.PosDef) :
    (∀ e, min (relaxedEnergy e U g K 0) (relaxedEnergy e U g K 2) < relaxedEnergy e U g K 1) ↔
      U < g ⬝ᵥ K⁻¹ *ᵥ g := by
  simp only [relaxedEnergy_eq _ U g hK, min_lt_iff]
  constructor
  · intro h
    -- the level energy at which the empty and doubly occupied centres are degenerate
    rcases h (g ⬝ᵥ K⁻¹ *ᵥ g - U / 2) with h | h <;> linarith
  · intro h e
    by_contra hc
    rw [not_or, not_lt, not_lt] at hc
    linarith [hc.1, hc.2]
```

## (j) Independent modes

Let $K$ be diagonal with force constants $k_i > 0$. Show that

$$E_{\rm rel}(2) + E_{\rm rel}(0) - 2E_{\rm rel}(1) = U - \sum_i \frac{g_i^2}{k_i} .$$

The inverse of $K$ is diagonal with entries $1/k_i$, so $g^TK^{-1}g = \sum_i g_i^2/k_i$, and (f) applies. In Lean, `hinv` confirms the inverse by multiplication, and `Matrix.PosDef.diagonal hk` supplies positive definiteness from the positive force constants.

```lean
/-- For independent modes with force constants `k i > 0`, the second difference of the relaxed
energies is the repulsion `U` reduced by the sum of `g i ^ 2 / k i` over the modes. -/
theorem effective_U_independent_modes (e U : ℝ) (g k : ι → ℝ) (hk : ∀ i, 0 < k i) :
    relaxedEnergy e U g (diagonal k) 2 + relaxedEnergy e U g (diagonal k) 0
      - 2 * relaxedEnergy e U g (diagonal k) 1 = U - ∑ i, g i ^ 2 / k i := by
  have hinv : (diagonal k)⁻¹ = diagonal (fun i => (k i)⁻¹) := by
    apply Matrix.inv_eq_right_inv
    rw [Matrix.diagonal_mul_diagonal, ← Matrix.diagonal_one]
    congr 1
    funext i
    exact mul_inv_cancel₀ (hk i).ne'
  rw [effective_U e U g (Matrix.PosDef.diagonal hk), hinv]
  congr 1
  simp only [dotProduct, Matrix.mulVec_diagonal]
  refine Finset.sum_congr rfl fun i _ => ?_
  ring

end

end NegativeUCenter
```

```lean
#print axioms NegativeUCenter.vertical_U
#print axioms NegativeUCenter.effective_U_lt
#print axioms NegativeUCenter.single_occupation_unstable_iff
#print axioms NegativeUCenter.effective_U_independent_modes
```

```
'NegativeUCenter.vertical_U' depends on axioms: [propext, Classical.choice, Quot.sound]
'NegativeUCenter.effective_U_lt' depends on axioms: [propext, Classical.choice, Quot.sound]
'NegativeUCenter.single_occupation_unstable_iff' depends on axioms: [propext, Classical.choice, Quot.sound]
'NegativeUCenter.effective_U_independent_modes' depends on axioms: [propext, Classical.choice, Quot.sound]
```
